# Hückel's 4n + 2 rule for the π levels of a uniform ring

A flat ring of N equivalent carbon atoms, such as benzene, contributes one π electron per atom. Each π orbital holds two electrons of opposite spin. For even N, do the N electrons exactly fill the bonding orbitals, those below the energy of a single p orbital, or are some left over? Hückel's rule concerns the number of π electrons and is also applied to charged rings; only neutral rings, where this number is N, are treated here.

In the Hückel model the electrons are independent. An orbital is a list of amplitudes ψ(j), with the site j running over all integers and ψ(j + N) = ψ(j) closing the ring. The Hamiltonian H has a real site energy α and one real coupling β for every bond:

(Hψ)(j) = αψ(j) + β(ψ(j + 1) + ψ(j − 1))

In Lean, `hamiltonian` acts on any function `ℤ → ℂ`; periodicity is a property of the orbital, checked in (a).

```lean
import Mathlib

open Real

namespace HueckelRing

noncomputable section

/-- The Hückel Hamiltonian with site energy `α` and nearest-neighbour coupling `β`,
acting on the amplitudes `ψ j`; a ring of `N` sites is described by `N`-periodic `ψ`. -/
def hamiltonian (α β : ℝ) (ψ : ℤ → ℂ) : ℤ → ℂ :=
  fun j => α * ψ j + β * (ψ (j + 1) + ψ (j - 1))
```

The trial orbitals are Bloch waves, labelled by an integer k:

φₖ(j) = exp(2πikj/N)

They are unnormalised; a factor 1/√N normalises them over one period. Below, θ = 2πk/N is the phase advance per site.

```lean
/-- The Bloch orbital `exp(2πi k j / N)` of a ring with `N ≥ 1` sites. -/
def blochOrbital (N : ℕ) (k j : ℤ) : ℂ :=
  Complex.exp (2 * π * k * j / N * Complex.I)
```

The next definition names the energy that (b) has to justify.

```lean
/-- The orbital energy `α + 2β cos(2πk/N)` of a ring with `N ≥ 1` sites. -/
def orbitalEnergy (α β : ℝ) (N : ℕ) (k : ℤ) : ℝ :=
  α + 2 * β * Real.cos (2 * π * k / N)
```

## (a) Closing the ring

Show that the Bloch wave fits the ring:

φₖ(j + N) = φₖ(j)

**Solution.** Moving N sites adds 2πik to the exponent, and exp(2πik) = 1 because k is an integer. Lean uses the same criterion: two exponentials agree when their exponents differ by an integer multiple of 2πi, here k. It treats N = 0 separately, where division by zero returns 0; a ring has N ≥ 1.

```lean
/-- Bloch orbitals satisfy the Born-von Karman condition: they repeat after `N` sites. -/
theorem blochOrbital_periodic (N : ℕ) (k j : ℤ) :
    blochOrbital N k (j + N) = blochOrbital N k j := by
  rcases Nat.eq_zero_or_pos N with h | h
  · subst h
    simp
  · have hN : (N : ℂ) * (N : ℂ)⁻¹ = 1 :=
      mul_inv_cancel₀ (Nat.cast_ne_zero.2 h.ne')
    unfold blochOrbital
    rw [Complex.exp_eq_exp_iff_exists_int]
    refine ⟨k, ?_⟩
    push_cast
    linear_combination (2 * π * k * Complex.I) * hN
```

## (b) The orbital energies

Show that φₖ is an eigenfunction:

Hφₖ = Eₖφₖ, with Eₖ = α + 2β cos(2πk/N)

**Solution.** A step to a neighbour multiplies the wave by a phase, φₖ(j ± 1) = exp(±iθ)φₖ(j). Hence

(Hφₖ)(j) = [α + β(exp(iθ) + exp(−iθ))]φₖ(j) = (α + 2β cos θ)φₖ(j).

The two phases are `h1` and `h2` in the proof, and `Complex.cos` is then unfolded into exponentials.

The labels k = 0, …, N − 1 give N mutually orthogonal waves, by the usual geometric sum, and so all levels of the ring. This familiar fact is taken as known here: the Lean counts below are counts of labels.

```lean
/-- Each Bloch orbital is an eigenfunction of the Hückel Hamiltonian, with eigenvalue
`α + 2β cos(2πk/N)`. -/
theorem hamiltonian_blochOrbital (α β : ℝ) (N : ℕ) (k : ℤ) :
    hamiltonian α β (blochOrbital N k) =
      fun j => (orbitalEnergy α β N k : ℂ) * blochOrbital N k j := by
  funext j
  -- a step to a neighbour multiplies the orbital by a phase
  have h1 : blochOrbital N k (j + 1) =
      blochOrbital N k j * Complex.exp (2 * π * k / N * Complex.I) := by
    unfold blochOrbital
    rw [← Complex.exp_add]
    congr 1
    push_cast
    ring
  have h2 : blochOrbital N k (j - 1) =
      blochOrbital N k j * Complex.exp (-(2 * π * k / N) * Complex.I) := by
    unfold blochOrbital
    rw [← Complex.exp_add]
    congr 1
    push_cast
    ring
  simp only [hamiltonian, orbitalEnergy]
  rw [h1, h2]
  push_cast
  rw [Complex.cos]
  ring
```

## (c) Zeros of the cosine

For N > 0, show that

cos(2πk/N) = 0 ⇔ 4k = (2m + 1)N for some integer m.

**Solution.** The cosine vanishes exactly at odd multiples of π/2. Multiplying 2πk/N = (2m + 1)π/2 by 2N/π gives the claim. Lean keeps the same m on both sides and passes between real and integer equations.

```lean
/-- For `N > 0`, `cos(2πk/N)` vanishes exactly when `4k` is an odd multiple of `N`. -/
theorem cos_eq_zero_iff_odd {N : ℕ} (hN : 0 < N) (k : ℤ) :
    Real.cos (2 * π * k / N) = 0 ↔ ∃ m : ℤ, 4 * k = (2 * m + 1) * N := by
  have hN' : (N : ℝ) ≠ 0 := Nat.cast_ne_zero.2 hN.ne'
  rw [Real.cos_eq_zero_iff]
  apply exists_congr
  intro m
  rw [div_eq_iff hN']
  constructor
  · intro h
    have h1 : (4 * k : ℝ) = (2 * m + 1) * N :=
      mul_left_cancel₀ Real.pi_ne_zero (by linear_combination 2 * h)
    exact_mod_cast h1
  · intro h
    have h1 : (4 * k : ℝ) = (2 * m + 1) * N := by exact_mod_cast h
    linear_combination (π / 2) * h1
```

## (d) Where the cosine is positive

For 0 ≤ k < N, show that

cos(2πk/N) > 0 ⇔ 4k < N or 3N < 4k.

**Solution.** Here 0 ≤ θ < 2π. If N ≤ 4k ≤ 3N, then π/2 ≤ θ ≤ 3π/2 and the cosine is not positive. If 4k < N, then 0 ≤ θ < π/2 and it is positive. If 3N < 4k, then θ − 2π lies between −π/2 and 0, and it is again positive. The Lean proof has these three cases.

```lean
/-- For `0 ≤ k < N`, `cos(2πk/N)` is positive exactly when `k` lies in the first or the
last quarter of the range, the inner boundaries excluded. -/
theorem cos_pos_iff_quarter {N : ℕ} {k : ℤ} (h0 : 0 ≤ k) (hk : k < N) :
    0 < Real.cos (2 * π * k / N) ↔ 4 * k < N ∨ 3 * (N : ℤ) < 4 * k := by
  have hN : (0 : ℝ) < N := by
    have : 0 < N := by omega
    exact_mod_cast this
  have h0' : (0 : ℝ) ≤ k := by exact_mod_cast h0
  have hk' : (k : ℝ) < N := by exact_mod_cast hk
  have hp := Real.pi_pos
  constructor
  · intro h
    by_contra hc
    rw [not_or, not_lt, not_lt] at hc
    have h1 : (N : ℝ) ≤ 4 * k := by exact_mod_cast hc.1
    have h2 : (4 * k : ℝ) ≤ 3 * N := by exact_mod_cast hc.2
    refine not_lt_of_ge (Real.cos_nonpos_of_pi_div_two_le_of_le ?_ ?_) h
    · rw [le_div_iff₀ hN]
      nlinarith [mul_le_mul_of_nonneg_left h1 hp.le]
    · rw [div_le_iff₀ hN]
      nlinarith [mul_le_mul_of_nonneg_left h2 hp.le]
  · rintro (h | h)
    · have h1 : (4 * k : ℝ) < N := by exact_mod_cast h
      have h2 : 0 ≤ 2 * π * k / N :=
        div_nonneg (mul_nonneg (by positivity) h0') hN.le
      refine Real.cos_pos_of_mem_Ioo ⟨by linarith, ?_⟩
      rw [div_lt_iff₀ hN]
      nlinarith [mul_lt_mul_of_pos_left h1 hp]
    · -- shift the last quarter by a full turn
      have h1 : (3 * N : ℝ) < 4 * k := by exact_mod_cast h
      have h2 : 3 * π / 2 < 2 * π * k / N := by
        rw [lt_div_iff₀ hN]
        nlinarith [mul_lt_mul_of_pos_left h1 hp]
      have h3 : 2 * π * k / N < 2 * π := by
        rw [div_lt_iff₀ hN]
        nlinarith [mul_lt_mul_of_pos_left hk' hp]
      rw [← Real.cos_sub_two_pi]
      exact Real.cos_pos_of_mem_Ioo ⟨by linarith, by linarith⟩
```

## (e) Counting the positive values

Let P be the number of k = 0, …, N − 1 with positive cosine, and let q = ⌈N/4⌉. For N > 0, show that

P + 1 = 2q.

**Solution.** The condition 4k < N selects k = 0, …, q − 1, which is q values. The condition 3N < 4k selects k = N − q + 1, …, N − 1, which is q − 1 values. The two sets are disjoint, so P = 2q − 1.

Lean writes q as `(N + 3) / 4` in whole-number division and the range of k as `Finset.Ico (0 : ℤ) N`, which excludes N. It rewrites the filtered set as the union of these two intervals, and `omega` does the integer arithmetic.

```lean
/-- For `N > 0`, the number of `k = 0, …, N - 1` with `cos(2πk/N) > 0` is `2⌈N/4⌉ - 1`;
the rounded-up quarter is written `(N + 3) / 4` in whole-number division. -/
theorem card_cos_pos {N : ℕ} (hN : 0 < N) :
    ((Finset.Ico (0 : ℤ) N).filter
      (fun k : ℤ => 0 < Real.cos (2 * π * k / N))).card + 1 = 2 * ((N + 3) / 4) := by
  have hs : (Finset.Ico (0 : ℤ) N).filter (fun k : ℤ => 0 < Real.cos (2 * π * k / N)) =
      Finset.Ico (0 : ℤ) ((N + 3) / 4) ∪ Finset.Ico (N - (N + 3) / 4 + 1 : ℤ) N := by
    ext k
    simp only [Finset.mem_filter, Finset.mem_union, Finset.mem_Ico]
    constructor
    · rintro ⟨⟨h0, h1⟩, h2⟩
      rw [cos_pos_iff_quarter h0 h1] at h2
      omega
    · intro h
      have h0 : 0 ≤ k := by omega
      have h1 : k < N := by omega
      exact ⟨⟨h0, h1⟩, (cos_pos_iff_quarter h0 h1).2 (by omega)⟩
  rw [hs, Finset.card_union_of_disjoint, Int.card_Ico, Int.card_Ico]
  · omega
  · refine Finset.disjoint_left.2 fun k h1 h2 => ?_
    rw [Finset.mem_Ico] at h1 h2
    omega
```

## (f) Rings with N = 4n + 2

For a natural number n, show that

cos(2πk/N) ≠ 0 for every integer k, and 2P = N.

**Solution.** By (c), a zero would require 4k = (2m + 1)(4n + 2), that is, 2k = (2m + 1)(2n + 1): an even number equal to an odd one. For the count, q = n + 1, so P = 2n + 1 = N/2. Lean brings the parity conflict to the form 2 · (integer) = 1.

```lean
/-- If `N = 4n + 2`, then `cos(2πk/N)` is nonzero for every integer `k` and positive for
exactly half of the residues `k = 0, …, N - 1`. -/
theorem cos_four_mul_add_two {N n : ℕ} (hN : N = 4 * n + 2) :
    (∀ k : ℤ, Real.cos (2 * π * k / N) ≠ 0) ∧
    2 * ((Finset.Ico (0 : ℤ) N).filter
      (fun k : ℤ => 0 < Real.cos (2 * π * k / N))).card = N := by
  have hpos : 0 < N := by omega
  have hcard := card_cos_pos hpos
  refine ⟨fun k h => ?_, by omega⟩
  obtain ⟨m, hm⟩ := (cos_eq_zero_iff_odd hpos k).1 h
  -- an even number would equal an odd one
  have hN' : (N : ℤ) = 4 * n + 2 := by exact_mod_cast hN
  rw [hN'] at hm
  have h1 : 2 * (k - (2 * (m * n) + m + n)) = 1 := by linarith
  omega
```

## (g) Rings with N = 4n

For n ≥ 1 and 0 ≤ k < N, show that

cos(2πk/N) = 0 ⇔ k = n or k = 3n, and that 2P + 2 = N.

**Solution.** By (c), a zero means k = (2m + 1)n. The range 0 ≤ k < 4n leaves only m = 0 and m = 1, the bounds `h1` and `h2` in the proof. For the count, q = n, so P = 2n − 1.

```lean
/-- If `N = 4n` with `n ≥ 1`, then among `k = 0, …, N - 1` the cosine `cos(2πk/N)` vanishes
exactly at `k = n` and `k = 3n`, and it is positive for `N/2 - 1` values of `k`. -/
theorem cos_four_mul {N n : ℕ} (hn : 1 ≤ n) (hN : N = 4 * n) :
    (∀ k : ℤ, 0 ≤ k → k < N →
      (Real.cos (2 * π * k / N) = 0 ↔ k = n ∨ k = 3 * n)) ∧
    2 * ((Finset.Ico (0 : ℤ) N).filter
      (fun k : ℤ => 0 < Real.cos (2 * π * k / N))).card + 2 = N := by
  have hpos : 0 < N := by omega
  have hcard := card_cos_pos hpos
  refine ⟨fun k h0 hk => ?_, by omega⟩
  have hN' : (N : ℤ) = 4 * n := by exact_mod_cast hN
  have hn' : (1 : ℤ) ≤ n := by exact_mod_cast hn
  rw [cos_eq_zero_iff_odd hpos k, hN']
  constructor
  · rintro ⟨m, hm⟩
    -- only the odd multiples n and 3n fit into the range
    have h1 : 0 ≤ m := by
      by_contra hc
      nlinarith [mul_nonneg (by omega : 0 ≤ -(m + 1)) (by omega : (0 : ℤ) ≤ n)]
    have h2 : m ≤ 1 := by
      by_contra hc
      nlinarith [mul_nonneg (by omega : 0 ≤ m - 2) (by omega : (0 : ℤ) ≤ n)]
    have h3 : m = 0 ∨ m = 1 := by omega
    rcases h3 with rfl | rfl
    · left
      linarith
    · right
      linarith
  · rintro (h | h)
    · exact ⟨0, by rw [h]; ring⟩
    · exact ⟨1, by rw [h]; ring⟩
```

## (h) From cosines to energies

For β < 0, show that

Eₖ < α ⇔ cos(2πk/N) > 0, and Eₖ = α ⇔ cos(2πk/N) = 0.

**Solution.** Since Eₖ − α = 2β cos θ and β is negative, the difference has the opposite sign to the cosine and vanishes with it. The condition β < 0 expresses that neighbouring p orbitals combined in phase lower the energy.

```lean
/-- For `β < 0`, an orbital lies below the site energy `α` exactly when its cosine is
positive, and at `α` exactly when its cosine vanishes. -/
theorem orbitalEnergy_compare {α β : ℝ} (hβ : β < 0) (N : ℕ) (k : ℤ) :
    (orbitalEnergy α β N k < α ↔ 0 < Real.cos (2 * π * k / N)) ∧
    (orbitalEnergy α β N k = α ↔ Real.cos (2 * π * k / N) = 0) := by
  unfold orbitalEnergy
  refine ⟨⟨fun h => ?_, fun h => ?_⟩, ⟨fun h => ?_, fun h => ?_⟩⟩
  · by_contra hc
    linarith [mul_nonneg_of_nonpos_of_nonpos hβ.le (not_lt.1 hc)]
  · linarith [mul_neg_of_neg_of_pos hβ h]
  · exact (mul_eq_zero.1 (by linarith :
      β * Real.cos (2 * π * k / N) = 0)).resolve_left hβ.ne
  · rw [h]
    ring
```

## (i) The closed shell

For β < 0 and N = 4n + 2, show that

Eₖ ≠ α for every integer k, and 2 · #{k : 0 ≤ k < N, Eₖ < α} = N.

**Solution.** Translate (f) through (h); Lean does this by replacing the filter condition. The factor 2 is the two electrons per orbital.

For N = 6 the energies for k = 0, …, 5 are α + 2β, α + β, α − β, α − 2β, α − β, α + β. Three lie below α and hold six electrons.

The smallest case is N = 2, with energies α ± 2β. Both neighbours of a site are then the same atom, so the coupling counts twice; a single bond would give α ± β.

```lean
/-- Hückel's rule for a neutral ring with `β < 0`: if `N = 4n + 2`, no orbital has energy `α`, and
the orbitals below `α` hold exactly `N` electrons, two in each. -/
theorem hueckel_closed_shell {α β : ℝ} (hβ : β < 0) {N n : ℕ} (hN : N = 4 * n + 2) :
    (∀ k : ℤ, orbitalEnergy α β N k ≠ α) ∧
    2 * ((Finset.Ico (0 : ℤ) N).filter (fun k => orbitalEnergy α β N k < α)).card = N := by
  obtain ⟨h1, h2⟩ := cos_four_mul_add_two hN
  refine ⟨fun k h => h1 k ((orbitalEnergy_compare hβ N k).2.1 h), ?_⟩
  rw [Finset.filter_congr (fun k _ => (orbitalEnergy_compare hβ N k).1)]
  exact h2
```

## (j) Two electrons left over

For β < 0, N = 4n, n ≥ 1 and 0 ≤ k < N, show that

Eₖ = α ⇔ k = n or k = 3n, and that 2 · #{k : 0 ≤ k < N, Eₖ < α} + 2 = N.

**Solution.** Translate (g) through (h) in the same way. For N = 4, the smallest case, the energies are α + 2β, α, α − 2β, α. One orbital lies below α and holds two electrons; the other two electrons share the pair at α.

For independent electrons on a uniform ring with an even number of sites, (i) and (j) thus tell whether the half-filled ground state is a closed shell. Carrying this over to a molecule assumes that its bonds stay equal and that electron repulsion does not change the filling; chemical stability is a further question.

```lean
/-- For `β < 0` and `N = 4n` with `n ≥ 1`, the orbitals `k = n` and `k = 3n` are the only ones
of `k = 0, …, N - 1` with energy `α`, and the orbitals below `α`, with two electrons in each,
hold `N - 2` electrons. -/
theorem hueckel_open_shell {α β : ℝ} (hβ : β < 0) {N n : ℕ} (hn : 1 ≤ n)
    (hN : N = 4 * n) :
    (∀ k : ℤ, 0 ≤ k → k < N → (orbitalEnergy α β N k = α ↔ k = n ∨ k = 3 * n)) ∧
    2 * ((Finset.Ico (0 : ℤ) N).filter
      (fun k => orbitalEnergy α β N k < α)).card + 2 = N := by
  obtain ⟨h1, h2⟩ := cos_four_mul hn hN
  refine ⟨fun k h0 hk => (orbitalEnergy_compare hβ N k).2.trans (h1 k h0 hk), ?_⟩
  rw [Finset.filter_congr (fun k _ => (orbitalEnergy_compare hβ N k).1)]
  exact h2

end

end HueckelRing
```

```lean
#print axioms HueckelRing.blochOrbital_periodic
#print axioms HueckelRing.hamiltonian_blochOrbital
#print axioms HueckelRing.hueckel_closed_shell
#print axioms HueckelRing.hueckel_open_shell
```

```
'HueckelRing.blochOrbital_periodic' depends on axioms: [propext, Classical.choice, Quot.sound]
'HueckelRing.hamiltonian_blochOrbital' depends on axioms: [propext, Classical.choice, Quot.sound]
'HueckelRing.hueckel_closed_shell' depends on axioms: [propext, Classical.choice, Quot.sound]
'HueckelRing.hueckel_open_shell' depends on axioms: [propext, Classical.choice, Quot.sound]
```
